# A nonvanishing holomorphic band state has $Q_{11}=Q_{22}$ and $Q_{12}=iQ_{11}$

Let $v\in\mathbb C^n$ be the unnormalised state of one band at the momentum with Cartesian components $(k_1,k_2)$, and write $z=k_1+ik_2$. Inner products $\langle a,b\rangle=a^\dagger b$ are conjugate-linear in the first slot, and $\partial_a=\partial/\partial k_a$. The band projector and its quantum geometric tensor are

$$P=\frac{vv^\dagger}{v^\dagger v},\qquad Q_{ab}=\mathrm{tr}(P\,\partial_aP\,\partial_bP).$$

The real part of $Q$ is the quantum metric, which measures how fast the state changes with momentum. The imaginary part of $Q_{12}$ gives the Berry curvature $\Omega=-2\,\mathrm{Im}\,Q_{12}$, in the convention $\Omega=\partial_1A_2-\partial_2A_1$ with $A_a=i\langle u,\partial_au\rangle$ and $u=v/\|v\|$.

If $v$ has a complex derivative $v'$ at $z$ and $v(z)\neq0$, then

$$Q_{11}=Q_{22}=g,\quad Q_{12}=ig,\quad Q_{21}=-ig,\qquad g=\frac{\|v\|^2\|v'\|^2-|\langle v,v'\rangle|^2}{\|v\|^4}.$$

Here $g$ is a single number, whereas many texts use the letter for the whole metric tensor.

## The trace condition in band-geometry codes

For such a band the trace of the metric is $2g=|\Omega|$. This equality, the trace condition, is one of the indicators computed when non-interacting bands are screened as hosts for fractional Chern insulators. The result here concerns a single band with finitely many orbital components.

The state $v=(1,z)$, normalised to $(1,z)/\sqrt{1+|z|^2}$, supplies reference values for a routine that computes $Q$: $Q_{11}=1/(1+|z|^2)^2$ and $Q_{12}=i/(1+|z|^2)^2$. The second value also fixes the sign convention.

## From the projector to the Cauchy–Riemann equations

Put $N=v^\dagger v$, $a=\partial_av$ and $b=\partial_bv$; as subscripts, $a$ and $b$ still label the directions. The quotient rule gives

$$\partial_aP=\frac{av^\dagger+va^\dagger}{N}-\frac{a^\dagger v+v^\dagger a}{N^2}\,vv^\dagger .$$

Multiplying by $v^\dagger$ from the left, and the corresponding expression for $\partial_bP$ by $v$ from the right, gives

$$v^\dagger\partial_aP=a^\dagger-\frac{a^\dagger v}{N}v^\dagger,\qquad \partial_bP\,v=b-\frac{v^\dagger b}{N}v .$$

Since $Q_{ab}=v^\dagger\,\partial_aP\,\partial_bP\,v/N$, the product of these two is

$$N\,Q_{ab}=T(a,b):=a^\dagger b-\frac{(a^\dagger v)(v^\dagger b)}{N}.$$

$T$ is the overlap of the parts of $a$ and $b$ orthogonal to $v$. It is conjugate-linear in $a$, linear in $b$, and unchanged when multiples of $v$ are added to either.

Along a direction $w$, holomorphy gives $\frac{d}{dt}v(z+tw)=wv'$ at $t=0$. Also $T(v',v')=\|v'\|^2-|\langle v,v'\rangle|^2/N=Ng$. Hence, for two directions $w_1$ and $w_2$,

$$Q(w_1,w_2)=\bar w_1w_2\,g .$$

The choices $w=1$ for $k_1$ and $w=i$ for $k_2$ give the four components.

For the converse, let $a=\partial_1v$ and $b=\partial_2v$ exist without assuming holomorphy. Suppose $Q_{11}=Q_{22}$ and $Q_{12}=iQ_{11}$. With $\tau=T(a,a)$, which is real, this means $T(b,b)=\tau$, $T(a,b)=i\tau$ and $T(b,a)=-i\tau$. For $d=b-ia$,

$$T(d,d)=T(b,b)-iT(b,a)+iT(a,b)+T(a,a)=\tau-\tau-\tau+\tau=0 .$$

Set $c=v^\dagger d/N$ and $r=d-cv$. Then $v^\dagger r=0$ and $d^\dagger r=T(d,d)=0$, so $r^\dagger r=0$ and $d=cv$. Thus $\partial_2v=i\,\partial_1v+cv$: the Cauchy–Riemann equations hold up to a multiple of the state. Conversely, inserting this form of $b$ into $T$ gives $T(b,b)=\tau$ and $T(a,b)=i\tau$.

**A smooth state that is not holomorphic.** For $v=(1,\bar z)$ the derivatives are $a=(0,1)$ and $b=(0,-i)$, so $Q_{11}=Q_{22}=1/(1+|z|^2)^2$ but $Q_{12}=-iQ_{11}$. Smoothness in $k_1$ and $k_2$ is therefore not enough for $Q_{12}=iQ_{11}$.

## The identities in Lean

```lean
import Mathlib

open Matrix

namespace IdealHolomorphicBand

noncomputable section

variable {n : Type*} [Fintype n]

/-- The squared norm of a state vector. -/
def sqNorm (x : n → ℂ) : ℝ := ∑ i, ‖x i‖ ^ 2

/-- The orthogonal projector onto the line spanned by a nonzero state `x`. -/
def projector (x : n → ℂ) : Matrix n n ℂ :=
  (star x ⬝ᵥ x)⁻¹ • vecMulVec x (star x)

/-- The first-order change of the projector when the nonzero state `x` changes by `a`. -/
def variation (x a : n → ℂ) : Matrix n n ℂ :=
  (star x ⬝ᵥ x)⁻¹ • (vecMulVec a (star x) + vecMulVec x (star a)) -
    ((star a ⬝ᵥ x + star x ⬝ᵥ a) / (star x ⬝ᵥ x) ^ 2) • vecMulVec x (star x)

/-- The overlap of the parts of `a` and `b` orthogonal to a nonzero state `x`. -/
def transverse (x a b : n → ℂ) : ℂ :=
  star a ⬝ᵥ b - (star a ⬝ᵥ x) * (star x ⬝ᵥ b) / (star x ⬝ᵥ x)

/-- The entrywise derivative of the band projector at momentum `z` in the direction `w`;
`w = 1` is the `k1` direction and `w = i` the `k2` direction. -/
def dP (v : ℂ → n → ℂ) (z w : ℂ) : Matrix n n ℂ :=
  Matrix.of fun i j => deriv (fun t : ℝ => projector (v (z + t * w)) i j) 0

/-- The quantum geometric tensor `tr(P ∂P ∂P)` for two momentum directions. -/
def Q (v : ℂ → n → ℂ) (z w w' : ℂ) : ℂ :=
  trace (projector (v z) * dP v z w * dP v z w')

/-- The function `g` of a nonzero state `x` and its complex derivative `y`. -/
def metric (x y : n → ℂ) : ℝ :=
  (sqNorm x * sqNorm y - ‖star x ⬝ᵥ y‖ ^ 2) / sqNorm x ^ 2

private lemma dot_self (x : n → ℂ) : star x ⬝ᵥ x = (sqNorm x : ℂ) := by
  simp only [sqNorm, dotProduct, Pi.star_apply, Complex.ofReal_sum, Complex.ofReal_pow]
  exact Finset.sum_congr rfl fun i _ => Complex.conj_mul' (x i)

private lemma eq_zero_of_dot {x : n → ℂ} (h : star x ⬝ᵥ x = 0) : x = 0 := by
  rw [dot_self] at h
  have h' : sqNorm x = 0 := by exact_mod_cast h
  rw [sqNorm, Finset.sum_eq_zero_iff_of_nonneg (fun i _ => sq_nonneg _)] at h'
  funext i
  simpa using h' i (Finset.mem_univ i)

private lemma star_dot (a b : n → ℂ) : star (star a ⬝ᵥ b) = star b ⬝ᵥ a := by
  simp [dotProduct, mul_comm]

private lemma star_I : star Complex.I = -Complex.I := Complex.conj_I

private lemma vecMul_outer (r a b : n → ℂ) : r ᵥ* vecMulVec a b = (r ⬝ᵥ a) • b := by
  ext j
  simp [vecMul, dotProduct, vecMulVec_apply, Finset.sum_mul, mul_assoc]

private lemma trace_outer (x y : n → ℂ) (M : Matrix n n ℂ) :
    trace (vecMulVec x y * M) = (y ᵥ* M) ⬝ᵥ x := by
  simp only [trace, diag_apply, mul_apply, vecMul, dotProduct, vecMulVec_apply,
    Finset.sum_mul]
  exact Finset.sum_congr rfl fun i _ => Finset.sum_congr rfl fun j _ => by ring

/-- Along a differentiable curve of states that is nonzero at `t = 0`, the projector is
differentiable there, and its derivative is `variation`. -/
theorem hasDerivAt_projector {u : ℝ → n → ℂ} {x a : n → ℂ} (h0 : u 0 = x) (hx : x ≠ 0)
    (hu : HasDerivAt u a 0) (i j : n) :
    HasDerivAt (fun t => projector (u t) i j) (variation x a i j) 0 := by
  subst h0
  have hN : star (u 0) ⬝ᵥ u 0 ≠ 0 := fun h => hx (eq_zero_of_dot h)
  have h := hasDerivAt_pi.1 hu
  have hs : HasDerivAt (fun t => ∑ k, star (u t k) * u t k)
      (∑ k, (star (a k) * u 0 k + star (u 0 k) * a k)) 0 :=
    HasDerivAt.fun_sum fun k _ => (h k).star.fun_mul (h k)
  rw [Finset.sum_add_distrib] at hs
  have hd : HasDerivAt (fun t => star (u t) ⬝ᵥ u t)
      (star a ⬝ᵥ u 0 + star (u 0) ⬝ᵥ a) 0 := hs
  -- quotient rule for `v v† / (v† v)`
  have hq := ((h i).fun_mul (h j).star).fun_div hd hN
  have hf : (fun t => projector (u t) i j) =
      fun t => u t i * star (u t j) / (star (u t) ⬝ᵥ u t) := by
    funext t
    simp only [projector, Matrix.smul_apply, vecMulVec_apply, Pi.star_apply, smul_eq_mul]
    ring
  have hinv : (star (u 0) ⬝ᵥ u 0)⁻¹ = (star (u 0) ⬝ᵥ u 0) / (star (u 0) ⬝ᵥ u 0) ^ 2 := by
    field_simp
  rw [hf]
  refine hq.congr_deriv ?_
  simp only [variation, Matrix.sub_apply, Matrix.add_apply, Matrix.smul_apply,
    vecMulVec_apply, Pi.star_apply, smul_eq_mul]
  rw [hinv]
  ring

/-- For a nonzero state, the trace of the projector with two of its variations, times the
squared norm of the state, is the transverse overlap of the two changes of state. -/
theorem trace_variation {x : n → ℂ} (hx : x ≠ 0) (a b : n → ℂ) :
    (star x ⬝ᵥ x) * trace (projector x * variation x a * variation x b) =
      transverse x a b := by
  have hN : star x ⬝ᵥ x ≠ 0 := fun h => hx (eq_zero_of_dot h)
  rw [projector, Matrix.smul_mul, Matrix.smul_mul, trace_smul, Matrix.mul_assoc,
    trace_outer, ← Matrix.vecMul_vecMul]
  simp only [variation, transverse, Matrix.vecMul_sub, Matrix.vecMul_add,
    Matrix.vecMul_smul, vecMul_outer, sub_dotProduct, add_dotProduct, smul_dotProduct,
    smul_eq_mul]
  field_simp
  ring

private lemma Q_eq {v : ℂ → n → ℂ} {z w w' : ℂ} {a b : n → ℂ} (hx : v z ≠ 0)
    (ha : HasDerivAt (fun t : ℝ => v (z + t * w)) a 0)
    (hb : HasDerivAt (fun t : ℝ => v (z + t * w')) b 0) :
    (star (v z) ⬝ᵥ v z) * Q v z w w' = transverse (v z) a b := by
  have h1 : dP v z w = variation (v z) a := by
    ext i j
    exact (hasDerivAt_projector (by simp) hx ha i j).deriv
  have h2 : dP v z w' = variation (v z) b := by
    ext i j
    exact (hasDerivAt_projector (by simp) hx hb i j).deriv
  rw [Q, h1, h2, trace_variation hx]

/-- Adding multiples of the nonzero state `x` to its changes does not affect their transverse
overlap, and scaling the changes by `s` and `s'` multiplies it by `star s * s'`. -/
theorem transverse_gauge {x : n → ℂ} (hx : x ≠ 0) (a b : n → ℂ) (s s' c c' : ℂ) :
    transverse x (s • a + c • x) (s' • b + c' • x) = star s * s' * transverse x a b := by
  have hN : star x ⬝ᵥ x ≠ 0 := fun h => hx (eq_zero_of_dot h)
  simp only [transverse, star_add, star_smul, add_dotProduct, smul_dotProduct,
    dotProduct_add, dotProduct_smul, smul_eq_mul]
  field_simp
  ring

private lemma transverse_self {x : n → ℂ} (hx : x ≠ 0) (y : n → ℂ) :
    transverse x y y = (star x ⬝ᵥ x) * (metric x y : ℂ) := by
  have hN : (sqNorm x : ℂ) ≠ 0 := fun h => hx (eq_zero_of_dot (by rw [dot_self, h]))
  have hc : (star y ⬝ᵥ x) * (star x ⬝ᵥ y) = (‖star x ⬝ᵥ y‖ : ℂ) ^ 2 := by
    rw [← star_dot x y]
    exact Complex.conj_mul' _
  rw [transverse, hc, dot_self, dot_self, metric]
  push_cast
  field_simp

private lemma hasDerivAt_line {v : ℂ → n → ℂ} {v' : n → ℂ} {z : ℂ}
    (hv : HasDerivAt v v' z) (w : ℂ) :
    HasDerivAt (fun t : ℝ => v (z + t * w)) (w • v') 0 := by
  have hl : HasDerivAt (fun t : ℝ => z + (t : ℂ) * w) w 0 := by
    have h := ((hasDerivAt_id' (0 : ℝ)).ofReal_comp.mul_const w).const_add z
    exact h.congr_deriv (by simp)
  have hv0 : HasDerivAt v v' (z + ((0 : ℝ) : ℂ) * w) := by simpa using hv
  exact HasDerivAt.scomp (0 : ℝ) hv0 hl

/-- If the state `v` has complex derivative `v'` at `z` and does not vanish there, its
projector is differentiable in every momentum direction, and
`Q_11 = Q_22 = g`, `Q_12 = i g`, `Q_21 = -i g`. -/
theorem ideal_band {v : ℂ → n → ℂ} {v' : n → ℂ} {z : ℂ}
    (hv : HasDerivAt v v' z) (hx : v z ≠ 0) :
    (∀ (w : ℂ) (i j : n),
      DifferentiableAt ℝ (fun t : ℝ => projector (v (z + t * w)) i j) 0) ∧
    Q v z 1 1 = metric (v z) v' ∧
    Q v z Complex.I Complex.I = metric (v z) v' ∧
    Q v z 1 Complex.I = Complex.I * metric (v z) v' ∧
    Q v z Complex.I 1 = -Complex.I * metric (v z) v' := by
  have hN : star (v z) ⬝ᵥ v z ≠ 0 := fun h => hx (eq_zero_of_dot h)
  -- holomorphy: the derivative along `w` is `w v'`
  have key : ∀ w w' : ℂ, Q v z w w' = star w * w' * (metric (v z) v' : ℂ) := by
    intro w w'
    have h := Q_eq hx (hasDerivAt_line hv w) (hasDerivAt_line hv w')
    have hg := transverse_gauge hx v' v' w w' 0 0
    simp only [zero_smul, add_zero] at hg
    rw [hg, transverse_self hx] at h
    exact mul_left_cancel₀ hN (by linear_combination h)
  refine ⟨fun w i j => (hasDerivAt_projector (by simp) hx
    (hasDerivAt_line hv w) i j).differentiableAt, ?_, ?_, ?_, ?_⟩
  · rw [key, star_one, one_mul, one_mul]
  · rw [key, star_I]
    linear_combination (-(metric (v z) v' : ℂ)) * Complex.I_sq
  · rw [key, star_one, one_mul]
  · rw [key, star_I, mul_one]

/-- A change `d` of a nonzero state `x` with zero transverse norm is a multiple of `x`. -/
theorem parallel_of_transverse_eq_zero {x d : n → ℂ} (hx : x ≠ 0)
    (h : transverse x d d = 0) : d = ((star x ⬝ᵥ d) / (star x ⬝ᵥ x)) • x := by
  have hN : star x ⬝ᵥ x ≠ 0 := fun h => hx (eq_zero_of_dot h)
  set c := (star x ⬝ᵥ d) / (star x ⬝ᵥ x) with hc
  have hxy : star x ⬝ᵥ (d - c • x) = 0 := by
    rw [dotProduct_sub, dotProduct_smul, smul_eq_mul, hc, div_mul_cancel₀ _ hN, sub_self]
  have hdy : star d ⬝ᵥ (d - c • x) = 0 := by
    rw [dotProduct_sub, dotProduct_smul, smul_eq_mul, hc, ← h, transverse]
    ring
  -- the remainder is orthogonal to `x` and to `d`, hence to itself
  have hyy : star (d - c • x) ⬝ᵥ (d - c • x) = 0 := by
    rw [star_sub, star_smul, sub_dotProduct, smul_dotProduct, hxy, hdy, smul_zero, sub_zero]
  exact sub_eq_zero.1 (eq_zero_of_dot hyy)

/-- For a state with derivatives `a` along `k1` and `b` along `k2`, nonzero at `z`, the
relations `Q_11 = Q_22` and `Q_12 = i Q_11` hold exactly when the Cauchy-Riemann
equation `b = i a` holds up to a multiple of the state. -/
theorem ideal_iff_cauchyRiemann {v : ℂ → n → ℂ} {z : ℂ} {a b : n → ℂ} (hx : v z ≠ 0)
    (ha : HasDerivAt (fun t : ℝ => v (z + t * (1 : ℂ))) a 0)
    (hb : HasDerivAt (fun t : ℝ => v (z + t * Complex.I)) b 0) :
    (Q v z 1 1 = Q v z Complex.I Complex.I ∧ Q v z 1 Complex.I = Complex.I * Q v z 1 1) ↔
      ∃ c : ℂ, b = Complex.I • a + c • v z := by
  have hN : star (v z) ⬝ᵥ v z ≠ 0 := fun h => hx (eq_zero_of_dot h)
  have e11 := Q_eq hx ha ha
  have e22 := Q_eq hx hb hb
  have e12 := Q_eq hx ha hb
  constructor
  · rintro ⟨h1, h2⟩
    have t1 : transverse (v z) b b = transverse (v z) a a := by
      linear_combination e11 - e22 - (star (v z) ⬝ᵥ v z) * h1
    have t2 : transverse (v z) a b = Complex.I * transverse (v z) a a := by
      linear_combination -e12 + Complex.I * e11 + (star (v z) ⬝ᵥ v z) * h2
    have hs : ∀ p q, star (transverse (v z) p q) = transverse (v z) q p := by
      intro p q
      simp only [transverse, star_sub, star_div₀, star_mul', star_dot]
      ring
    have t3 := congrArg star t2
    rw [star_mul', hs, hs, star_I] at t3
    -- the transverse norm of `b - i a` vanishes
    have e : transverse (v z) (b - Complex.I • a) (b - Complex.I • a) =
        transverse (v z) b b - Complex.I * transverse (v z) b a +
          Complex.I * transverse (v z) a b + transverse (v z) a a := by
      simp only [transverse, star_sub, star_smul, sub_dotProduct, smul_dotProduct,
        dotProduct_sub, dotProduct_smul, smul_eq_mul, star_I]
      linear_combination (-(star a ⬝ᵥ a -
        (star a ⬝ᵥ v z) * (star (v z) ⬝ᵥ a) / (star (v z) ⬝ᵥ v z))) * Complex.I_sq
    have h0 : transverse (v z) (b - Complex.I • a) (b - Complex.I • a) = 0 := by
      linear_combination e + t1 - Complex.I * t3 + Complex.I * t2 +
        2 * transverse (v z) a a * Complex.I_sq
    exact ⟨_, sub_eq_iff_eq_add'.1 (parallel_of_transverse_eq_zero hx h0)⟩
  · rintro ⟨c, hc⟩
    have t1 := transverse_gauge hx a a Complex.I Complex.I c c
    have t2 := transverse_gauge hx a a 1 Complex.I 0 c
    simp only [one_smul, zero_smul, add_zero, star_one, one_mul] at t2
    rw [← hc, star_I] at t1
    rw [← hc] at t2
    constructor
    · exact mul_left_cancel₀ hN (by
        linear_combination e11 - e22 - t1 + transverse (v z) a a * Complex.I_sq)
    · exact mul_left_cancel₀ hN (by linear_combination e12 - Complex.I * e11 + t2)

/-- The two-component state `(1, z)` has `Q_11 = 1/(1+|z|²)²` and `Q_12 = i/(1+|z|²)²`. -/
theorem two_component_state (z : ℂ) :
    Q (fun k : ℂ => ![1, k]) z 1 1 = ((1 / (1 + ‖z‖ ^ 2) ^ 2 : ℝ) : ℂ) ∧
    Q (fun k : ℂ => ![1, k]) z 1 Complex.I =
      Complex.I * ((1 / (1 + ‖z‖ ^ 2) ^ 2 : ℝ) : ℂ) := by
  have hv : HasDerivAt (fun k : ℂ => ![1, k]) ![0, 1] z := by
    refine hasDerivAt_pi.2 fun i => ?_
    fin_cases i
    · exact hasDerivAt_const z (1 : ℂ)
    · exact hasDerivAt_id' z
  have hx : (![1, z] : Fin 2 → ℂ) ≠ 0 := fun h => one_ne_zero (congrFun h 0)
  have hg : metric ![1, z] ![0, 1] = 1 / (1 + ‖z‖ ^ 2) ^ 2 := by
    simp [metric, sqNorm, dotProduct, Fin.sum_univ_two]
  obtain ⟨-, h11, -, h12, -⟩ := ideal_band hv hx
  rw [hg] at h11 h12
  exact ⟨h11, h12⟩

end

end IdealHolomorphicBand
```

```lean
#print axioms IdealHolomorphicBand.ideal_iff_cauchyRiemann
#print axioms IdealHolomorphicBand.two_component_state
```

```
'IdealHolomorphicBand.ideal_iff_cauchyRiemann' depends on axioms: [propext, Classical.choice, Quot.sound]
'IdealHolomorphicBand.two_component_state' depends on axioms: [propext, Classical.choice, Quot.sound]
```

## Exact derivatives at a single momentum

In `Q v z w w'` the last two arguments are directions, not indices: `Q v z 1 Complex.I` is $Q_{12}$, and the prime on `w'` does not denote a derivative. `dP` is the entrywise real derivative of the projector, and `metric (v z) v'` is $g$. The finite type `n` labels the components; with one component, $g=0$.

`ideal_band` assumes `HasDerivAt v v' z` and `v z ≠ 0` at the momentum in question only. Its first clause says that the projector is differentiable in every direction, so `deriv` in `dP` is a true derivative. `ideal_iff_cauchyRiemann` assumes only the two axis derivatives and `v z ≠ 0`.

The lemmas follow the calculation above:

- `hasDerivAt_projector` applies the quotient rule to each matrix entry and identifies the result with `variation`.
- `trace_variation` moves the row vector $v^\dagger$ through the two variations; `field_simp` and `ring` then reduce the trace to `transverse`, which is $T$.
- `transverse_gauge` says that scaling the two arguments of $T$ by $s$ and $s'$ multiplies it by $\bar s s'$, and that adding multiples of $v$ to them changes nothing.
- `hasDerivAt_line` is the chain rule that yields $wv'$. In `ideal_band`, the step `key` combines it with the previous lemmas into $\bar w_1w_2\,g$ and cancels $N$.
- `parallel_of_transverse_eq_zero` is the argument with $r$. In the converse, `linear_combination` assembles $T(d,d)=0$ from the assumed relations.
- `two_component_state` evaluates $g$ for $(1,z)$.

That the band of a given Hamiltonian has a holomorphic representative $v$ in the coordinate $k_1+ik_2$ is an input, to be established for each model. The derivatives are exact, so the theorems give no error bound for finite differences on a momentum grid or for floating-point rounding.
